# The energy of a real radial function with no zero on a closed interval lies below every Dirichlet level of its inverted potential there

## A state below the reference energy

Inverting the radial equation yields a potential in which a chosen function $u$ is a solution at a chosen energy $E$. That alone does not keep other states from lying lower. Take $u=\sin kr$: inversion gives the constant potential $E-k^2/2$, and a box longer than $\pi/k$ has a level below $E$. Such a box always contains a node of $u$.

If $u$ is real and has no zero on the closed interval, end points included, this cannot happen; "nodeless" has that meaning below. For a local, single-channel potential on a finite interval, such a $u$ guarantees that no state vanishing at both ends has energy $E$ or less. The end points matter: on $[0,\pi/k]$ the function $\sin kr$ has no interior zero, yet it is itself a state vanishing at both ends with energy $E$.

## The energy form as a weighted square

In atomic units, $-u''/2+Vu=Eu$ gives, wherever $u\neq0$,

$$V=E+\frac{u''}{2u}.$$

In a radial problem $u$ is $r$ times the radial factor of the wavefunction, $x$ stands for $r$, and $V$ is the full effective potential, including any centrifugal term. Let $u$ be $C^2$ and nodeless on $[a,b]$, $a<b$, and let $f$ be $C^1$ there. The quotient rule gives

$$\left(\frac fu\right)'=\frac{f'u-fu'}{u^2},$$

and therefore

$$\frac{u^2}{2}\left[\left(\frac fu\right)'\right]^2=\frac{f'^2}{2}-\frac{ff'u'}{u}+\frac{f^2u'^2}{2u^2}.$$

On the other hand,

$$\left(\frac{f^2u'}{2u}\right)'=\frac{ff'u'}{u}+\frac{f^2u''}{2u}-\frac{f^2u'^2}{2u^2}.$$

Adding the two lines leaves $f'^2/2+(V-E)f^2$. Integration gives

$$\int_a^b\left[\frac{f'^2}{2}+(V-E)f^2\right]dx=\frac12\int_a^b u^2\left[\left(\frac fu\right)'\right]^2dx+\left[\frac{f^2u'}{2u}\right]_a^b.$$

If $f(a)=f(b)=0$, the boundary term vanishes. The remaining integrand is continuous and nonnegative, so its integral is zero only if $(f/u)'=0$ throughout. Then $f/u$ keeps its value at $a$, which is zero, and $f=0$ on $[a,b]$. For every other such $f$ the energy form is strictly positive.

## Dirichlet levels above $E$

Now let $f$ be $C^2$, not identically zero, vanish at both ends and satisfy $-f''/2+Vf=\varepsilon f$. Multiplying by $f$ and rearranging gives

$$\frac{f'^2}{2}+(V-E)f^2=\left(\frac{ff'}{2}\right)'+(\varepsilon-E)f^2.$$

The total derivative integrates to zero, so the energy form equals $(\varepsilon-E)\int_a^b f^2\,dx$. It is positive, hence $\varepsilon>E$.

## Functions, derivatives and end points in Lean

`IsC1On a b f f'` says that `f'` is the derivative of `f` on the closed interval, one-sided at the ends, and is continuous. Two such hypotheses, for `u` with `u'` and for `u'` with `u''`, make $u$ a $C^2$ function. The condition `u x ≠ 0` on `Icc a b` includes the case $u>0$.

`invertedPotential` is the formula for $V$, `energyForm` is the integral on the left of the identity, and `ratioSlope` is the actual derivative of $f/u$ within the interval. In `energyForm_eq_and_pos`, "unless $f=0$" appears as an implication: if $f$ is nonzero somewhere on $[a,b]$, the form is positive.

All functions are real. Since $u$ must be nonzero at the end points too, an interval starting at the origin is excluded when $u(0)=0$. An infinite range is excluded because $a$ and $b$ are real numbers. The existence of Dirichlet eigenfunctions is not established; `dirichlet_energy_gt` concerns any that are given.

```lean
import Mathlib

open Set

namespace RadialInversion

noncomputable section

/-- `f` is continuously differentiable on the closed interval `[a, b]` with derivative `f'`,
one-sided at the end points. -/
structure IsC1On (a b : ℝ) (f f' : ℝ → ℝ) : Prop where
  hasDeriv : ∀ x ∈ Icc a b, HasDerivWithinAt f (f' x) (Icc a b) x
  cont : ContinuousOn f' (Icc a b)

/-- The potential `V = E + u'' / (2u)` reconstructed from a radial function `u` and its energy
`E`, in atomic units; its domain is the set where `u ≠ 0`. -/
def invertedPotential (E : ℝ) (u u'' : ℝ → ℝ) (x : ℝ) : ℝ := E + u'' x / (2 * u x)

/-- The energy form `∫ (f'² / 2 + (V - E) f²)` of a trial function `f` on `[a, b]`,
measured from the reference energy `E`. -/
def energyForm (V : ℝ → ℝ) (E a b : ℝ) (f f' : ℝ → ℝ) : ℝ :=
  ∫ x in a..b, (f' x ^ 2 / 2 + (V x - E) * f x ^ 2)

/-- The slope of the ratio `f / u` within `[a, b]`; its domain is the set where `u ≠ 0`. -/
def ratioSlope (a b : ℝ) (f u : ℝ → ℝ) (x : ℝ) : ℝ :=
  derivWithin (fun y => f y / u y) (Icc a b) x

variable {a b E : ℝ} {u u' u'' f f' f'' : ℝ → ℝ}

/-- A continuously differentiable function on `[a, b]` is continuous there. -/
theorem IsC1On.continuousOn (h : IsC1On a b f f') : ContinuousOn f (Icc a b) :=
  fun x hx => (h.hasDeriv x hx).continuousWithinAt

/-- For `a ≤ b`, the integral of the derivative of a continuously differentiable function
over `[a, b]` is the difference of its end-point values. -/
theorem IsC1On.integral_eq (h : IsC1On a b f f') (hab : a ≤ b) :
    ∫ x in a..b, f' x = f b - f a :=
  intervalIntegral.integral_eq_sub_of_hasDerivAt_of_le hab h.continuousOn
    (fun x hx => (h.hasDeriv x (Ioo_subset_Icc_self hx)).hasDerivAt (Icc_mem_nhds hx.1 hx.2))
    (h.cont.intervalIntegrable_of_Icc hab)

/-- At a point where `u ≠ 0`, the radial equation `-u''/2 + v u = E u` holds exactly when `v`
is the value of the reconstructed potential. -/
theorem radial_equation_iff {x : ℝ} (v : ℝ) (hx : u x ≠ 0) :
    -(u'' x) / 2 + v * u x = E * u x ↔ v = invertedPotential E u u'' x := by
  unfold invertedPotential
  constructor
  · intro h
    have h1 : v - E = u'' x / (2 * u x) := by
      rw [eq_div_iff (mul_ne_zero two_ne_zero hx)]
      linear_combination 2 * h
    linarith
  · intro h
    have h1 : u'' x / (2 * u x) * u x = u'' x / 2 := by field_simp
    rw [h]
    linear_combination h1

/-- For continuously differentiable `f` and `u` on `[a, b]`, `a < b`, the slope of `f / u` at a
point where `u ≠ 0` is the Wronskian `f' u - f u'` divided by `u²`. -/
theorem ratioSlope_eq (hab : a < b) (hu : IsC1On a b u u') (hf : IsC1On a b f f')
    {x : ℝ} (hx : x ∈ Icc a b) (h0 : u x ≠ 0) :
    ratioSlope a b f u x = (f' x * u x - f x * u' x) / u x ^ 2 := by
  have h : HasDerivWithinAt (fun y => f y / u y)
      ((f' x * u x - f x * u' x) / u x ^ 2) (Icc a b) x :=
    (hf.hasDeriv x hx).div (hu.hasDeriv x hx) h0
  exact h.derivWithin (uniqueDiffOn_Icc hab x hx)

/-- For continuously differentiable `f` and `u` on `[a, b]`, `a < b`, with `u` nowhere zero there,
the weighted squared slope `u² ((f/u)')²` is continuous. -/
theorem continuousOn_weighted_slope (hab : a < b) (hu : IsC1On a b u u')
    (hf : IsC1On a b f f') (h0 : ∀ x ∈ Icc a b, u x ≠ 0) :
    ContinuousOn (fun x => u x ^ 2 * ratioSlope a b f u x ^ 2) (Icc a b) := by
  have h : ContinuousOn (fun x => (f' x * u x - f x * u' x) / u x ^ 2) (Icc a b) :=
    ((hf.cont.mul hu.continuousOn).sub (hf.continuousOn.mul hu.cont)).div
      (hu.continuousOn.pow 2) (fun x hx => pow_ne_zero 2 (h0 x hx))
  have hs : ContinuousOn (ratioSlope a b f u) (Icc a b) :=
    h.congr (fun x hx => ratioSlope_eq hab hu hf hx (h0 x hx))
  exact (hu.continuousOn.pow 2).mul (hs.pow 2)

/-- For a nowhere-zero twice continuously differentiable `u` and any continuously differentiable `f`
on `[a, b]`, `a < b`, the energy form in the reconstructed potential is half the integral of
`u² ((f/u)')²` plus the boundary term `f² u' / (2u)` taken between `a` and `b`. -/
theorem energyForm_eq_add_boundary (hab : a < b) (hu : IsC1On a b u u')
    (hu' : IsC1On a b u' u'') (h0 : ∀ x ∈ Icc a b, u x ≠ 0) (hf : IsC1On a b f f') :
    energyForm (invertedPotential E u u'') E a b f f' =
      1 / 2 * (∫ x in a..b, u x ^ 2 * ratioSlope a b f u x ^ 2) +
        (f b ^ 2 * u' b / (2 * u b) - f a ^ 2 * u' a / (2 * u a)) := by
  have hV : ContinuousOn (invertedPotential E u u'') (Icc a b) := by
    show ContinuousOn (fun x => E + u'' x / (2 * u x)) (Icc a b)
    exact continuousOn_const.add (hu'.cont.div (continuousOn_const.mul hu.continuousOn)
      (fun x hx => mul_ne_zero two_ne_zero (h0 x hx)))
  have hD : ContinuousOn
      (fun x => f' x ^ 2 / 2 + (invertedPotential E u u'' x - E) * f x ^ 2) (Icc a b) :=
    ((hf.cont.pow 2).div_const 2).add
      ((hV.sub continuousOn_const).mul (hf.continuousOn.pow 2))
  have hS : ContinuousOn (fun x => 1 / 2 * (u x ^ 2 * ratioSlope a b f u x ^ 2)) (Icc a b) :=
    continuousOn_const.mul (continuousOn_weighted_slope hab hu hf h0)
  -- the two densities differ by a total derivative
  have hB : IsC1On a b (fun x => f x * f x * u' x / (2 * u x))
      (fun x => (f' x ^ 2 / 2 + (invertedPotential E u u'' x - E) * f x ^ 2) -
        1 / 2 * (u x ^ 2 * ratioSlope a b f u x ^ 2)) := by
    refine ⟨fun x hx => ?_, hD.sub hS⟩
    have hne := h0 x hx
    have h1 : HasDerivWithinAt (fun y => f y * f y * u' y)
        ((f' x * f x + f x * f' x) * u' x + f x * f x * u'' x) (Icc a b) x :=
      ((hf.hasDeriv x hx).mul (hf.hasDeriv x hx)).mul (hu'.hasDeriv x hx)
    have h2 : HasDerivWithinAt (fun y => 2 * u y) (2 * u' x) (Icc a b) x :=
      (hu.hasDeriv x hx).const_mul 2
    have h3 : HasDerivWithinAt (fun y => f y * f y * u' y / (2 * u y))
        ((((f' x * f x + f x * f' x) * u' x + f x * f x * u'' x) * (2 * u x) -
          f x * f x * u' x * (2 * u' x)) / (2 * u x) ^ 2) (Icc a b) x :=
      h1.div h2 (mul_ne_zero two_ne_zero hne)
    refine h3.congr_deriv ?_
    simp only [invertedPotential]
    rw [ratioSlope_eq hab hu hf hx hne]
    field_simp
    ring
  have h := hB.integral_eq hab.le
  rw [intervalIntegral.integral_sub (hD.intervalIntegrable_of_Icc hab.le)
    (hS.intervalIntegrable_of_Icc hab.le), intervalIntegral.integral_const_mul] at h
  unfold energyForm
  linear_combination h

/-- Let `u` be nowhere zero and twice continuously differentiable on `[a, b]`, `a < b`. For every
continuously differentiable `f` vanishing at both ends, the energy form in the reconstructed
potential is half the integral of `u² ((f/u)')²`, and is strictly positive unless `f = 0` on
`[a, b]`. -/
theorem energyForm_eq_and_pos (hab : a < b) (hu : IsC1On a b u u')
    (hu' : IsC1On a b u' u'') (h0 : ∀ x ∈ Icc a b, u x ≠ 0) (hf : IsC1On a b f f')
    (ha : f a = 0) (hb : f b = 0) :
    energyForm (invertedPotential E u u'') E a b f f' =
      1 / 2 * (∫ x in a..b, u x ^ 2 * ratioSlope a b f u x ^ 2) ∧
    ((∃ x ∈ Icc a b, f x ≠ 0) →
      0 < energyForm (invertedPotential E u u'') E a b f f') := by
  have key := energyForm_eq_add_boundary (E := E) hab hu hu' h0 hf
  simp only [ha, hb, ne_eq, OfNat.ofNat_ne_zero, not_false_eq_true, zero_pow, zero_mul,
    zero_div, sub_zero, add_zero] at key
  refine ⟨key, ?_⟩
  rintro ⟨c, hc, hfc⟩
  have hpos : 0 < ∫ x in a..b, u x ^ 2 * ratioSlope a b f u x ^ 2 := by
    refine intervalIntegral.integral_pos hab (continuousOn_weighted_slope hab hu hf h0)
      (fun x _ => by positivity) ?_
    by_contra hno
    -- otherwise f / u has zero slope and keeps its value 0 from the left end
    have hz : ∀ x ∈ Icc a b, ratioSlope a b f u x = 0 := by
      intro x hx
      by_contra hne
      have hs : ratioSlope a b f u x ≠ 0 := hne
      have hux := h0 x hx
      exact hno ⟨x, hx, by positivity⟩
    have hdiff : DifferentiableOn ℝ (fun y => f y / u y) (Icc a b) := fun x hx =>
      ((hf.hasDeriv x hx).div (hu.hasDeriv x hx) (h0 x hx)).differentiableWithinAt
    have hconst : f c / u c = f a / u a :=
      constant_of_derivWithin_zero hdiff (fun x hx => hz x (Ico_subset_Icc_self hx)) c hc
    rw [ha, zero_div] at hconst
    exact div_ne_zero hfc (h0 c hc) hconst
  rw [key]
  linarith

/-- Let `V` be reconstructed from a nowhere-zero twice continuously differentiable `u` on `[a, b]`,
`a < b`, at energy `E`. Any twice continuously differentiable solution `f`, not identically zero, of
`-f''/2 + V f = ε f` on `[a, b]` that vanishes at both ends has `ε > E`. -/
theorem dirichlet_energy_gt {ε : ℝ} (hab : a < b) (hu : IsC1On a b u u')
    (hu' : IsC1On a b u' u'') (h0 : ∀ x ∈ Icc a b, u x ≠ 0) (hf : IsC1On a b f f')
    (hf' : IsC1On a b f' f'') (ha : f a = 0) (hb : f b = 0) (hne : ∃ x ∈ Icc a b, f x ≠ 0)
    (heq : ∀ x ∈ Icc a b,
      -(f'' x) / 2 + invertedPotential E u u'' x * f x = ε * f x) :
    E < ε := by
  have hpos := (energyForm_eq_and_pos (E := E) hab hu hu' h0 hf ha hb).2 hne
  -- integration by parts through the total derivative of f f' / 2
  have hG : IsC1On a b (fun x => f x * f' x / 2)
      (fun x => (f' x * f' x + f x * f'' x) / 2) :=
    ⟨fun x hx => ((hf.hasDeriv x hx).mul (hf'.hasDeriv x hx)).div_const 2,
      ((hf.cont.mul hf.cont).add (hf.continuousOn.mul hf'.cont)).div_const 2⟩
  have hS : ContinuousOn (fun x => (ε - E) * f x ^ 2) (Icc a b) :=
    continuousOn_const.mul (hf.continuousOn.pow 2)
  have hpt : ∀ x ∈ Icc a b,
      f' x ^ 2 / 2 + (invertedPotential E u u'' x - E) * f x ^ 2 =
        (f' x * f' x + f x * f'' x) / 2 + (ε - E) * f x ^ 2 := by
    intro x hx
    linear_combination f x * heq x hx
  have hform : energyForm (invertedPotential E u u'') E a b f f' =
      (ε - E) * ∫ x in a..b, f x ^ 2 := by
    unfold energyForm
    rw [intervalIntegral.integral_congr
      (fun x hx => hpt x (by rwa [uIcc_of_le hab.le] at hx)),
      intervalIntegral.integral_add (hG.cont.intervalIntegrable_of_Icc hab.le)
        (hS.intervalIntegrable_of_Icc hab.le),
      intervalIntegral.integral_const_mul, hG.integral_eq hab.le]
    simp only [ha, hb, zero_mul, zero_div, sub_zero, zero_add]
  have hnn : 0 ≤ ∫ x in a..b, f x ^ 2 :=
    intervalIntegral.integral_nonneg hab.le (fun x _ => sq_nonneg (f x))
  rw [hform] at hpos
  by_contra hle
  have hd : 0 ≤ E - ε := by linarith
  nlinarith [mul_nonneg hd hnn]

end

end RadialInversion
```

```lean
#print axioms RadialInversion.radial_equation_iff
#print axioms RadialInversion.dirichlet_energy_gt
```

```
'RadialInversion.radial_equation_iff' depends on axioms: [propext, Classical.choice, Quot.sound]
'RadialInversion.dirichlet_energy_gt' depends on axioms: [propext, Classical.choice, Quot.sound]
```

## From the total derivative to the strict inequality

`radial_equation_iff` confirms that the formula for $V$ is the only value solving the radial equation at a point where $u\neq0$. `IsC1On.integral_eq` is the fundamental theorem of calculus, `ratioSlope_eq` is the quotient rule, and `continuousOn_weighted_slope` supplies the continuity needed for integration and positivity.

The central step is `hB` in `energyForm_eq_add_boundary`: it states that the difference of the two densities is the derivative of $f^2u'/(2u)$. Product and quotient rules produce the derivative, and `field_simp` and `ring` check the cancellation done above by hand.

In `energyForm_eq_and_pos`, the end-point values remove the boundary term. `intervalIntegral.integral_pos` then asks for one point where the weighted square is positive. If there were none, `constant_of_derivWithin_zero` would make $f/u$ constant, contradicting the point `c` where $f\neq0$.

For the eigenvalue bound, `hpt` multiplies the radial equation by $f$, and `hform` integrates the result. Because $\int_a^b f^2\,dx\ge0$, assuming $\varepsilon\le E$ would make the energy form nonpositive; `nlinarith` closes that contradiction.
